# A quadratic energy with a Dudarev correction has an idempotent minimiser when U bounds the interaction's curvature

Take one localised spin orbital with occupation $n$ between 0 and 1. Let its level energy be $\varepsilon$, and let an approximate interaction contribute $kn^2/2$. This curvature can make a fractional occupation the cheapest one, although an isolated orbital should be empty or full. The Dudarev correction adds $\tfrac U2(n-n^2)$, which vanishes at $n=0$ and $n=1$ and, for $U>0$, penalises everything between:

$$E(n)=\varepsilon n+\tfrac k2 n^2+\tfrac U2(n-n^2),\qquad E''(n)=k-U.$$

If $k\le U$, the energy is concave, and a concave function on an interval attains its minimum at an end point. If $k=U$ and $\varepsilon=-U/2$, the energy is constant, so fractional minimisers can exist alongside the integer ones.

## From one orbital to an occupation matrix

For several orbitals the occupation is a Hermitian matrix $n$ with $n$ and $1-n$ positive semidefinite, so its eigenvalues lie in $[0,1]$. Integer occupation becomes idempotency, $n^2=n$. Let $H$ be a Hermitian one-body matrix, $K$ a real bilinear form describing the interaction, and

$$E(n)=\mathrm{Tr}(Hn)+\tfrac12K(n,n)+\tfrac U2\mathrm{Tr}(n-n^2).$$

Suppose that $K(h,h)\le U\,\mathrm{Tr}\,h^2$ for every Hermitian $h$. Physically, $U$ is at least as large as the interaction's curvature in every direction of occupation space. Then $E$ attains its minimum at an idempotent $n$.

**Two neighbours of a fractional matrix.** Put $h=n-n^2$. Its eigenvalues are $f(1-f)\ge0$, where $f$ runs over the eigenvalues of $n$. The matrices
$$n-h=n^2,\qquad n+h=2n-n^2$$
have eigenvalues $f^2$ and $1-(1-f)^2$, again in $[0,1]$. Both are allowed, and $n$ is their midpoint.

**Concavity.** In $E(n+h)+E(n-h)-2E(n)$ the linear terms cancel. So do the cross terms $K(n,h)$ and $K(h,n)$, whether or not $K$ is symmetric. What remains is
$$E(n+h)+E(n-h)-2E(n)=K(h,h)-U\,\mathrm{Tr}\,h^2\le0.$$

**Choosing among minimisers.** The allowed matrices form a compact set and $E$ is continuous, so a minimum exists, and the minimisers themselves form a compact set. Let $p$ be one with the largest $\mathrm{Tr}\,p^2$, and put $h=p-p^2$. Neither $E(p+h)$ nor $E(p-h)$ lies below $E(p)$, while their sum is at most $2E(p)$; both are therefore minimisers. By the choice of $p$,
$$2\,\mathrm{Tr}\,p^2\ge\mathrm{Tr}(p+h)^2+\mathrm{Tr}(p-h)^2=2\,\mathrm{Tr}\,p^2+2\,\mathrm{Tr}\,h^2.$$
Hence $\mathrm{Tr}\,h^2=\sum_{ij}|h_{ij}|^2\le0$, so $h=0$ and $p^2=p$.

If the bound on $K$ is strict for $h\ne0$, a minimiser with $h=p-p^2\neq0$ would give $E(p+h)+E(p-h)<2E(p)$, which is impossible. Every minimiser is then idempotent.

## Two orbitals in numbers

Let $K(a,b)=k\,\mathrm{Tr}(ab)$ with $k=1$, $U=3$ and
$$H=\begin{pmatrix}0&-1\\-1&0\end{pmatrix},\qquad E(n)=\mathrm{Tr}(Hn)+\tfrac32\mathrm{Tr}\,n-\mathrm{Tr}\,n^2.$$

At $n=\tfrac12\mathbb 1$ we have $h=\tfrac14\mathbb 1$ and $E(n)=1.5-0.5=1$. The neighbours $\tfrac14\mathbb 1$ and $\tfrac34\mathbb 1$ have energies $0.625$ and $1.125$. The second difference is $1.75-2=-0.25$, in agreement with $(k-U)\mathrm{Tr}\,h^2=-2\cdot\tfrac18$.

To find the minimum it is enough to compare idempotents. Rank 0 gives $0$, rank 2 gives $1$, and rank 1 gives at best $-1+\tfrac12=-\tfrac12$, at
$$p=\tfrac12\begin{pmatrix}1&1\\1&1\end{pmatrix}.$$
The diagonal entries of $p$ are $\tfrac12$, but its eigenvalues are 0 and 1: idempotency concerns the eigenvalues, not the occupations of a chosen basis.

## Energy and interaction in Lean

The finite type `d` labels the localised orbitals of one spin channel, or the spin orbitals if both spins are included.

```lean
import Mathlib

open Matrix
open scoped ComplexOrder

namespace DudarevIdempotentMinimum

noncomputable section

variable {d : Type*} [Fintype d]
```

The letter `U` stands for the single effective parameter of the Dudarev functional, often written $U_{\text{eff}}=U-J$. Its sign is not restricted.

```lean
/-- The energy `Tr(H n) + K(n,n)/2 + (U/2) Tr(n - n²)`, with real parts of the traces:
a one-body term, a quadratic interaction and the Dudarev correction. -/
def energy (H : Matrix d d ℂ) (K : Matrix d d ℂ →ₗ[ℝ] Matrix d d ℂ →ₗ[ℝ] ℝ) (U : ℝ)
    (n : Matrix d d ℂ) : ℝ :=
  (trace (H * n)).re + K n n / 2 + U / 2 * (trace (n - n * n)).re
```

Traces enter through their real parts. For Hermitian $A,B$ this loses nothing, since $\overline{\mathrm{Tr}(AB)}=\mathrm{Tr}(BA)=\mathrm{Tr}(AB)$. Lean accepts any complex `H`; on Hermitian $n$ only its Hermitian part contributes. The form `K` is real-bilinear on all complex matrices, but the theorems constrain it only on Hermitian ones. A form given on Hermitian matrices extends to all matrices by first taking Hermitian parts.

The interaction of the numerical example is a special case.

```lean
/-- The interaction `K(a,b) = k Re Tr(a b)`. -/
def traceForm (d : Type*) [Fintype d] (k : ℝ) :
    Matrix d d ℂ →ₗ[ℝ] Matrix d d ℂ →ₗ[ℝ] ℝ :=
  LinearMap.mk₂ ℝ (fun a b => k * (trace (a * b)).re)
    (fun a a' b => by simp only [Matrix.add_mul, trace_add, Complex.add_re]; ring)
    (fun c a b => by
      simp only [Matrix.smul_mul, trace_smul, Complex.smul_re, smul_eq_mul]; ring)
    (fun a b b' => by simp only [Matrix.mul_add, trace_add, Complex.add_re]; ring)
    (fun c a b => by
      simp only [Matrix.mul_smul, trace_smul, Complex.smul_re, smul_eq_mul]; ring)
```

## The trace of a square as a squared length

The next two lemmas give $\mathrm{Tr}\,h^2=\sum_{ij}|h_{ij}|^2$, first row by row and then summed. A vanishing sum of nonnegative terms forces every entry to vanish.

```lean
/-- The real part of a diagonal entry of the square of a Hermitian matrix is the sum of the squared
moduli along that row. -/
theorem sq_diag {h : Matrix d d ℂ} (hh : h.IsHermitian) (i : d) :
    ((h * h) i i).re = ∑ j, Complex.normSq (h i j) := by
  rw [Matrix.mul_apply, Complex.re_sum]
  refine Finset.sum_congr rfl fun j _ => ?_
  rw [← hh.apply j i]
  change (h i j * (starRingEnd ℂ) (h i j)).re = _
  rw [Complex.mul_conj, Complex.ofReal_re]

/-- For Hermitian `h`, `Re Tr h²` is nonnegative, and it vanishes only for `h = 0`. -/
theorem trace_sq {h : Matrix d d ℂ} (hh : h.IsHermitian) :
    0 ≤ (trace (h * h)).re ∧ ((trace (h * h)).re = 0 → h = 0) := by
  have e : (trace (h * h)).re = ∑ i, ∑ j, Complex.normSq (h i j) := by
    rw [Matrix.trace, Complex.re_sum]
    exact Finset.sum_congr rfl fun i _ => sq_diag hh i
  have hrow : ∀ i, 0 ≤ ∑ j, Complex.normSq (h i j) := fun i =>
    Finset.sum_nonneg fun j _ => Complex.normSq_nonneg _
  rw [e]
  refine ⟨Finset.sum_nonneg fun i _ => hrow i, fun h0 => ?_⟩
  ext i j
  have h1 := (Finset.sum_eq_zero_iff_of_nonneg fun i _ => hrow i).1 h0 i (Finset.mem_univ i)
  exact Complex.normSq_eq_zero.1 ((Finset.sum_eq_zero_iff_of_nonneg
    fun j _ => Complex.normSq_nonneg (h i j)).1 h1 j (Finset.mem_univ j))
```

It follows that `traceForm` with $k<U$ satisfies the strict hypothesis.

```lean
/-- For `k < U` the interaction `k Re Tr(a b)` obeys `K(h,h) < U Re Tr h²` for every nonzero
Hermitian `h`. -/
theorem traceForm_witness {k U : ℝ} (hk : k < U) {h : Matrix d d ℂ} (hh : h.IsHermitian)
    (h0 : h ≠ 0) : traceForm d k h h < U * (trace (h * h)).re := by
  simp only [traceForm, LinearMap.mk₂_apply]
  exact mul_lt_mul_of_pos_right hk
    (lt_of_le_of_ne (trace_sq hh).1 fun e => h0 ((trace_sq hh).2 e.symm))
```

## Second difference and continuity

The concavity identity holds for arbitrary complex matrices `n` and `h`. Lean expands by linearity, and `ring` cancels the cross terms.

```lean
/-- The second difference of the energy along `h` is `K(h,h) - U Re Tr h²`. -/
theorem energy_second_difference (H : Matrix d d ℂ)
    (K : Matrix d d ℂ →ₗ[ℝ] Matrix d d ℂ →ₗ[ℝ] ℝ) (U : ℝ) (n h : Matrix d d ℂ) :
    energy H K U (n + h) + energy H K U (n - h) - 2 * energy H K U n
      = K h h - U * (trace (h * h)).re := by
  simp only [energy, Matrix.mul_add, Matrix.mul_sub, Matrix.add_mul, Matrix.sub_mul, trace_add,
    trace_sub, Complex.add_re, Complex.sub_re, map_add, map_sub, LinearMap.add_apply,
    LinearMap.sub_apply]
  ring
```

For continuity, one argument of `K` is expanded in a basis. This writes $K(n,n)$ as a finite sum of products of linear, hence continuous, functions.

```lean
/-- The energy depends continuously on the occupation matrix. -/
theorem continuous_energy (H : Matrix d d ℂ)
    (K : Matrix d d ℂ →ₗ[ℝ] Matrix d d ℂ →ₗ[ℝ] ℝ) (U : ℝ) : Continuous (energy H K U) := by
  -- expand one argument of K in a basis
  let b := Module.finBasis ℝ (Matrix d d ℂ)
  have e : ∀ n, K n n = ∑ i, b.coord i n * K (b i) n := fun n => by
    calc K n n = K (∑ i, b.repr n i • b i) n := by rw [b.sum_repr]
      _ = _ := by
        simp only [map_sum, map_smul, LinearMap.sum_apply, LinearMap.smul_apply, smul_eq_mul,
          Module.Basis.coord_apply]
  have hK : Continuous fun n => K n n := by
    simp only [e]
    exact continuous_finsetSum _ fun i _ =>
      (b.coord i).continuous_of_finiteDimensional.mul (K (b i)).continuous_of_finiteDimensional
  exact ((Complex.continuous_re.comp (continuous_const.mul continuous_id).matrix_trace).add
    (hK.div_const 2)).add (continuous_const.mul (Complex.continuous_re.comp
      (continuous_id.sub (continuous_id.mul continuous_id)).matrix_trace))
```

## Occupation matrices and their neighbours

The set `occupations d` places no condition on $\mathrm{Tr}\,n$, so the electron number is free. A chemical potential $\mu$ can be included by replacing $H$ with $H-\mu\mathbb 1$.

```lean
variable [DecidableEq d]

/-- The occupation matrices: `n` and `1 - n` are both positive semidefinite. -/
def occupations (d : Type*) [Fintype d] [DecidableEq d] : Set (Matrix d d ℂ) :=
  {n | n.PosSemidef ∧ (1 - n).PosSemidef}
```

Where the hand derivation used eigenvalues, Lean uses the identity $n-n^2=n(1-n)n+(1-n)n(1-n)$. Each term on the right is positive semidefinite.

```lean
/-- For an occupation matrix `n`, the matrix `n - n²` is positive semidefinite. -/
theorem sub_sq_posSemidef {n : Matrix d d ℂ} (hn : n ∈ occupations d) :
    (n - n * n).PosSemidef := by
  have h1 := hn.2.conjTranspose_mul_mul_same n
  have h2 := hn.1.conjTranspose_mul_mul_same (1 - n)
  rw [hn.1.1.eq] at h1
  rw [hn.2.1.eq] at h2
  have e : n - n * n = n * (1 - n) * n + (1 - n) * n * (1 - n) := by noncomm_ring
  rw [e]
  exact h1.add h2
```

The word "purification" in the next name refers to the maps $n\mapsto n^2$ and $n\mapsto 2n-n^2$, not to purifying a mixed state in a larger Hilbert space. Membership holds because $n^2$ and $1-(2n-n^2)=(1-n)^2$ are squares of Hermitian matrices, while $2n-n^2=n+(n-n^2)$ and $1-n^2=(1-n)+(n-n^2)$ are sums of positive semidefinite matrices.

```lean
/-- Adding `n - n²` to an occupation matrix `n`, or subtracting it, gives an occupation
matrix again. -/
theorem purification_mem {n : Matrix d d ℂ} (hn : n ∈ occupations d) :
    n + (n - n * n) ∈ occupations d ∧ n - (n - n * n) ∈ occupations d := by
  have hs := sub_sq_posSemidef hn
  have h1 := posSemidef_conjTranspose_mul_self n
  have h2 := posSemidef_conjTranspose_mul_self (1 - n)
  rw [hn.1.1.eq] at h1
  rw [hn.2.1.eq] at h2
  have e1 : 1 - (n + (n - n * n)) = (1 - n) * (1 - n) := by noncomm_ring
  have e2 : n - (n - n * n) = n * n := by abel
  have e3 : 1 - (n - (n - n * n)) = (1 - n) + (n - n * n) := by abel
  exact ⟨⟨hn.1.add hs, by rw [e1]; exact h2⟩,
    ⟨by rw [e2]; exact h1, by rw [e3]; exact hn.2.add hs⟩⟩
```

Compactness combines closedness with a bound. Positive semidefiniteness is an intersection of closed conditions, $A^\dagger=A$ and $x^\dagger Ax\ge0$ for each vector $x$. The entries are bounded by $|n_{ij}|^2\le(n^2)_{ii}\le n_{ii}\le1$.

```lean
/-- The occupation matrices form a compact set. -/
theorem isCompact_occupations : IsCompact (occupations d) := by
  have hc : IsClosed {z : ℂ | 0 ≤ z} := by
    simp only [Complex.le_def, Set.ofPred_and]
    exact (isClosed_le continuous_const Complex.continuous_re).inter
      (isClosed_eq continuous_const Complex.continuous_im)
  have hpsd : IsClosed {A : Matrix d d ℂ | A.PosSemidef} := by
    have e : {A : Matrix d d ℂ | A.PosSemidef}
        = {A | Aᴴ = A} ∩ ⋂ x : d → ℂ, {A | 0 ≤ star x ⬝ᵥ (A *ᵥ x)} := by
      ext A
      simp [Matrix.posSemidef_iff_dotProduct_mulVec, Matrix.IsHermitian]
    rw [e]
    refine (isClosed_eq continuous_id.matrix_conjTranspose continuous_id).inter
      (isClosed_iInter fun x => hc.preimage ?_)
    exact continuous_finsetSum _ fun i _ => continuous_const.mul
      (continuous_finsetSum _ fun j _ => (continuous_id.matrix_elem i j).mul continuous_const)
  have hbox : IsCompact {n : Matrix d d ℂ | ∀ i j, n i j ∈ Metric.closedBall (0 : ℂ) 1} := by
    have h := isCompact_univ_pi (fun _ : d => isCompact_univ_pi
      (fun _ : d => isCompact_closedBall (0 : ℂ) 1))
    simp only [Set.pi, Set.mem_univ, true_implies, Set.mem_ofPred_eq] at h
    exact h
  refine hbox.of_isClosed_subset
    (hpsd.inter (hpsd.preimage (continuous_const.sub continuous_id))) fun n hn i j => ?_
  -- every entry is bounded: |n i j|² ≤ (n²) i i ≤ n i i ≤ 1
  have h1 := (Complex.le_def.1 ((sub_sq_posSemidef hn).diag_nonneg (i := i))).1
  have h2 := (Complex.le_def.1 (hn.2.diag_nonneg (i := i))).1
  simp only [Matrix.sub_apply, Complex.sub_re, Complex.zero_re, Matrix.one_apply_eq,
    Complex.one_re] at h1 h2
  have h3 := Finset.single_le_sum (f := fun j => Complex.normSq (n i j))
    (fun j _ => Complex.normSq_nonneg _) (Finset.mem_univ j)
  rw [← sq_diag hn.1.1 i] at h3
  simp only [Complex.normSq_eq_norm_sq] at h3
  rw [mem_closedBall_zero_iff]
  nlinarith [norm_nonneg (n i j)]
```

## The idempotent minimum

The main theorem says that, under the curvature bound `hK`, there is an occupation matrix `p` with `p * p = p` whose energy is no higher than that of any other occupation matrix.

Its proof applies compactness twice, first to find a minimiser `m` and then to find `p` with the largest $\mathrm{Tr}\,p^2$ among all minimisers. The inequalities `m1` and `m2` express minimality at the two neighbours. Together with the second difference `hd` and the bound `hb`, they show that both neighbours are minimisers. Then `t1` and `t2` express maximality of $\mathrm{Tr}\,p^2$, and their sum leaves only $h=0$.

```lean
/-- If `K(h,h) ≤ U Re Tr h²` for all Hermitian `h`, the energy attains its minimum over the
occupation matrices at an idempotent one. -/
theorem exists_idempotent_minimum (H : Matrix d d ℂ)
    (K : Matrix d d ℂ →ₗ[ℝ] Matrix d d ℂ →ₗ[ℝ] ℝ) (U : ℝ)
    (hK : ∀ h : Matrix d d ℂ, h.IsHermitian → K h h ≤ U * (trace (h * h)).re) :
    ∃ p ∈ occupations d, p * p = p ∧ ∀ n ∈ occupations d, energy H K U p ≤ energy H K U n := by
  have hE := continuous_energy H K U
  have h0 : (0 : Matrix d d ℂ) ∈ occupations d :=
    ⟨PosSemidef.zero, by simpa using PosSemidef.one⟩
  obtain ⟨m, hm, hmin⟩ := isCompact_occupations.exists_isMinOn ⟨0, h0⟩ hE.continuousOn
  have hmin' : ∀ n ∈ occupations d, energy H K U m ≤ energy H K U n := fun n hn => hmin hn
  -- among all minimisers take one with the largest Tr n²
  have hT : IsCompact (occupations d ∩ {n | energy H K U n ≤ energy H K U m}) :=
    isCompact_occupations.inter_right (isClosed_le hE continuous_const)
  have hsq : Continuous fun n : Matrix d d ℂ => (trace (n * n)).re :=
    Complex.continuous_re.comp (continuous_id.mul continuous_id).matrix_trace
  obtain ⟨p, ⟨hp, hpm⟩, hmax⟩ := hT.exists_isMaxOn
    ⟨m, hm, show energy H K U m ≤ energy H K U m from le_rfl⟩ hsq.continuousOn
  have hpm' : energy H K U p ≤ energy H K U m := hpm
  have hmax' : ∀ n ∈ occupations d, energy H K U n ≤ energy H K U m →
      (trace (n * n)).re ≤ (trace (p * p)).re := fun n hn hle =>
    hmax (show n ∈ occupations d ∩ {n | energy H K U n ≤ energy H K U m} from ⟨hn, hle⟩)
  have hh := (sub_sq_posSemidef hp).1
  obtain ⟨q1, q2⟩ := purification_mem hp
  obtain ⟨h, hdef⟩ : ∃ h, h = p - p * p := ⟨_, rfl⟩
  rw [← hdef] at hh q1 q2
  -- by concavity p + h and p - h are minimisers as well
  have hd := energy_second_difference H K U p h
  have hb := hK h hh
  have m1 := hmin' _ q1
  have m2 := hmin' _ q2
  have t1 := hmax' _ q1 (by linarith)
  have t2 := hmax' _ q2 (by linarith)
  simp only [Matrix.mul_add, Matrix.mul_sub, Matrix.add_mul, Matrix.sub_mul, trace_add,
    trace_sub, Complex.add_re, Complex.sub_re] at t1 t2
  -- maximality of Tr p² leaves no room for a fractional part
  have hz : h = 0 := (trace_sq hh).2 (le_antisymm (by linarith) (trace_sq hh).1)
  exact ⟨p, hp, (sub_eq_zero.1 (hdef.symm.trans hz)).symm, fun n hn => hpm'.trans (hmin' n hn)⟩
```

With the strict bound no selection is needed: a non-idempotent minimiser contradicts the second difference directly.

```lean
/-- If `K(h,h) < U Re Tr h²` for all nonzero Hermitian `h`, every minimiser of the energy over
the occupation matrices is idempotent. -/
theorem minimiser_idempotent (H : Matrix d d ℂ)
    (K : Matrix d d ℂ →ₗ[ℝ] Matrix d d ℂ →ₗ[ℝ] ℝ) (U : ℝ)
    (hK : ∀ h : Matrix d d ℂ, h.IsHermitian → h ≠ 0 → K h h < U * (trace (h * h)).re)
    {p : Matrix d d ℂ} (hp : p ∈ occupations d)
    (hmin : ∀ n ∈ occupations d, energy H K U p ≤ energy H K U n) : p * p = p := by
  by_contra hne
  have hb := hK _ (sub_sq_posSemidef hp).1 fun h0 => hne (sub_eq_zero.1 h0).symm
  have hd := energy_second_difference H K U p (p - p * p)
  linarith [hmin _ (purification_mem hp).1, hmin _ (purification_mem hp).2]

end

end DudarevIdempotentMinimum
```

```lean
#print axioms DudarevIdempotentMinimum.exists_idempotent_minimum
#print axioms DudarevIdempotentMinimum.minimiser_idempotent
```

```
'DudarevIdempotentMinimum.exists_idempotent_minimum' depends on axioms: [propext, Classical.choice, Quot.sound]
'DudarevIdempotentMinimum.minimiser_idempotent' depends on axioms: [propext, Classical.choice, Quot.sound]
```

For DFT+U practice, the result gives a sufficient condition for the corrected energy to have a minimiser whose occupation matrix has integer eigenvalues, within a finite quadratic model with fixed $H$ and free electron number. The curvature bound is assumed here, not derived from a density functional. The model also leaves out hybridisation with the surroundings, which can make the occupation fractional whatever the value of $U$. For example, let one electron be shared between a localised orbital and a neighbouring one, with hopping amplitude $t\ne0$. At given $n$ the lowest hopping energy is $-2|t|\sqrt{n(1-n)}$. When this is added to the one-orbital $E(n)$, the slope becomes infinite at $n=0$ and $n=1$, and the minimum lies strictly between them.
